# The Coulomb term behind LO-TO splitting and the Lyddane-Sachs-Teller ratio in a harmonic model

Take the zone-centre dynamical matrix of a polar insulator, computed at zero macroscopic field, and diagonalise it as it stands: the LO-TO splitting is missing. In a rock-salt crystal the three optical modes come out degenerate, although the longitudinal mode at small wavevector lies higher. The matrix lacks the force that the mode's own macroscopic electric field exerts on the ions.

## The corrected matrix and its determinant

Fix a wavevector direction. Let $K$ be the field-free dynamical matrix in mass-weighted coordinates, $u$ the mode amplitudes, $E$ the macroscopic field along the wavevector and $x$ a squared frequency. The vector $z$ holds the effective charges projected on that direction and divided by the square roots of the masses. $V$ is the cell volume and $\epsilon$ the electronic permittivity along the direction, in Gaussian units. A longitudinal mode has no electric displacement along the wavevector, so

$$Ku-xu=Ez,\qquad V\epsilon E+4\pi\, z\cdot u=0 .$$

These equations have a nonzero solution exactly when $x$ is an eigenvalue of

$$K_{\rm LO}=K+c\,zz^T,\qquad c=\frac{4\pi}{V\epsilon}.$$

If $K$ is symmetric and invertible, which at the zone centre requires projecting out the zero-frequency acoustic modes, then

$$\frac{\prod_i x_i^{\rm LO}}{\prod_i x_i^{\rm TO}}=\frac{\epsilon_0}{\epsilon},$$

where $x_i^{\rm LO}$ and $x_i^{\rm TO}$ are the eigenvalues of $K_{\rm LO}$ and $K$, and $\epsilon_0$ is the static permittivity along the same direction at fixed strain, with the response of the ions included.

## Use in phonon codes

Within the harmonic approximation and with a frequency-independent $\epsilon$, a density functional perturbation theory code can add $c\,zz^T$ to the field-free matrix to obtain the small-wavevector limit for each direction. The product formula then gives a consistency test: on the optical modes, $\epsilon_0/\epsilon$ with $\epsilon_0$ from a static linear solve must equal the ratio of determinants.

## Elimination of the field

The second equation gives $E=-c\,(z\cdot u)$. Inserting this in the first gives $Ku+c\,(z\cdot u)z=xu$, which is $K_{\rm LO}u=xu$. Here $u\neq0$, since $u=0$ would force $E=0$ as well. Conversely, an eigenvector $u$ of $K_{\rm LO}$ together with this $E$ solves both equations.

For the product, let $u$ now be the static response to a unit field, $Ku=z$. The displacement defines $\epsilon_0$ through $V\epsilon+4\pi\,z\cdot u=V\epsilon_0$. Then

$$K+c\,zz^T=K(1+c\,uz^T),\qquad \det(1+c\,uz^T)=1+c\,z\cdot u,$$

so that

$$\frac{\det K_{\rm LO}}{\det K}=1+\frac{4\pi\,z\cdot u}{V\epsilon}=\frac{\epsilon_0}{\epsilon}.$$

Determinants of symmetric matrices are products of eigenvalues, which gives the ratio. Traces are sums of eigenvalues, so the total shift is $c\,z\cdot z$.

For one mode with $u$ now an ordinary displacement, not mass-weighted, and with explicit mass $m$, charge $Z$ and transverse squared frequency $T$, the equations are $m(T-x)u=ZE$ and $V\epsilon E+4\pi Zu=0$. In a cubic crystal with two ions per cell, $u$ is their relative displacement, $m$ their reduced mass and $\pm Z$ their effective charges. Eliminating $E$ and dividing by $u\neq0$ gives

$$x=L=T+\frac{4\pi Z^2}{Vm\epsilon}.$$

Conversely, $u=V\epsilon$ and $E=-4\pi Z$ solve the equations at $x=L$. In a static field, $u=ZE/(mT)$, so $V\epsilon_0E=V\epsilon E+4\pi Zu$ gives

$$\epsilon_0=\epsilon+\frac{4\pi Z^2}{VmT},\qquad \frac LT=1+\frac{4\pi Z^2}{Vm\epsilon T}=\frac{\epsilon_0}{\epsilon}.$$

## Two modes in numbers

Take $K=\mathrm{diag}(1,2)$, $z=(1,2)$, $V=4\pi$ and $\epsilon=1$, so $c=1$. Then

$$K_{\rm LO}=\begin{pmatrix}2&2\\2&6\end{pmatrix},$$

with trace 8, determinant 8 and eigenvalues $4\pm2\sqrt2$, about 1.17 and 6.83. The static response is $u=(1,1)$, so $\epsilon_0=1+3=4$. The determinant ratio is $8/2=4$, as required, and the total shift is $8-3=5=z\cdot z$.

## The Lean file

```lean
import Mathlib

open Matrix
open scoped Real

namespace LOTOSplitting

noncomputable section

variable {n : Type*} [Fintype n]

/-- Cell volume times the longitudinal electric displacement, for mode amplitudes `u` with
effective charges `z` in a macroscopic field `E` (Gaussian units). -/
def cellDisplacement (V eps : ℝ) (z u : n → ℝ) (E : ℝ) : ℝ :=
  V * eps * E + 4 * π * (z ⬝ᵥ u)

/-- The longitudinal dynamical matrix: the field-free matrix `K` plus the nonanalytic Coulomb
term, for nonzero cell volume `V` and electronic permittivity `eps`. -/
def loMatrix (K : Matrix n n ℝ) (z : n → ℝ) (V eps : ℝ) : Matrix n n ℝ :=
  K + (4 * π / (V * eps)) • vecMulVec z z

/-- The Coulomb term acts on a displacement pattern through its dipole `z ⬝ᵥ u` only. -/
theorem loMatrix_mulVec (K : Matrix n n ℝ) (z u : n → ℝ) (V eps : ℝ) :
    loMatrix K z V eps *ᵥ u = K *ᵥ u + (4 * π / (V * eps) * (z ⬝ᵥ u)) • z := by
  have h : vecMulVec z z *ᵥ u = (z ⬝ᵥ u) • z := by
    ext i
    change ∑ j, z i * z j * u j = (∑ j, z j * u j) * z i
    rw [Finset.sum_mul]
    exact Finset.sum_congr rfl (fun j _ => by ring)
  rw [loMatrix, Matrix.add_mulVec, Matrix.smul_mulVec, h, smul_smul]

/-- For nonzero `V` and `eps`, the coupled equations for lattice and field with vanishing electric
displacement have a nonzero solution exactly when the squared frequency `x` is an eigenvalue of
the longitudinal dynamical matrix. -/
theorem longitudinal_mode_iff (K : Matrix n n ℝ) (z : n → ℝ) {V eps : ℝ}
    (hV : V ≠ 0) (he : eps ≠ 0) (x : ℝ) :
    (∃ (u : n → ℝ) (E : ℝ), (u ≠ 0 ∨ E ≠ 0) ∧ K *ᵥ u - x • u = E • z ∧
      cellDisplacement V eps z u E = 0) ↔
    ∃ u : n → ℝ, u ≠ 0 ∧ loMatrix K z V eps *ᵥ u = x • u := by
  have hc : V * eps * (4 * π / (V * eps)) = 4 * π := by field_simp
  constructor
  · rintro ⟨u, E, hne, hm, hD⟩
    unfold cellDisplacement at hD
    -- the field is slaved to the dipole
    have hE : E = -(4 * π / (V * eps) * (z ⬝ᵥ u)) := by
      apply mul_left_cancel₀ (mul_ne_zero hV he)
      linear_combination hD + (z ⬝ᵥ u) * hc
    refine ⟨u, ?_, ?_⟩
    · intro hu
      have hE0 : E = 0 := by rw [hE, hu]; simp
      exact hne.elim (fun h => h hu) (fun h => h hE0)
    · rw [loMatrix_mulVec]
      rw [hE] at hm
      linear_combination (norm := module) hm
  · rintro ⟨u, hu, h⟩
    rw [loMatrix_mulVec] at h
    refine ⟨u, -(4 * π / (V * eps) * (z ⬝ᵥ u)), Or.inl hu, ?_, ?_⟩
    · linear_combination (norm := module) h
    · unfold cellDisplacement
      linear_combination (-(z ⬝ᵥ u)) * hc

/-- If `u` is the static response to the force pattern `z`, a rank-one term `c z zᵀ` multiplies
the determinant of the dynamical matrix by `1 + c (z ⬝ᵥ u)`. -/
theorem det_add_rank_one [DecidableEq n] {K : Matrix n n ℝ} {z u : n → ℝ}
    (h : K *ᵥ u = z) (c : ℝ) :
    (K + c • vecMulVec z z).det = K.det * (1 + c * (z ⬝ᵥ u)) := by
  let A : Matrix n Unit ℝ := Matrix.of fun i _ => c * u i
  let B : Matrix Unit n ℝ := Matrix.of fun _ j => z j
  have hKA : K * A = Matrix.of fun i _ => c * z i := by
    ext i k
    change ∑ j, K i j * (c * u j) = c * z i
    rw [← congrFun h i]
    change _ = c * ∑ j, K i j * u j
    rw [Finset.mul_sum]
    exact Finset.sum_congr rfl (fun j _ => by ring)
  -- the static response lets `K` be factored out
  have hfac : K + c • vecMulVec z z = K * (1 + A * B) := by
    rw [mul_add, mul_one, ← Matrix.mul_assoc, hKA]
    congr 1
    ext i j
    rw [Matrix.mul_apply, Fintype.sum_unique]
    change c * (z i * z j) = c * z i * z j
    ring
  rw [hfac, Matrix.det_mul, Matrix.det_one_add_mul_comm]
  congr 1
  rw [Matrix.det_unique, Matrix.add_apply, Matrix.one_apply_eq]
  change 1 + ∑ j, z j * (c * u j) = 1 + c * ∑ j, z j * u j
  rw [Finset.mul_sum]
  congr 1
  exact Finset.sum_congr rfl (fun j _ => by ring)

omit [Fintype n] in
/-- The longitudinal dynamical matrix is symmetric when the field-free one is. -/
theorem loMatrix_isHermitian {K : Matrix n n ℝ} (hK : K.IsHermitian) (z : n → ℝ)
    (V eps : ℝ) : (loMatrix K z V eps).IsHermitian := by
  refine Matrix.IsHermitian.ext fun i j => ?_
  have h : K j i = K i j := by simpa using hK.apply i j
  change K j i + 4 * π / (V * eps) * (z j * z i) = K i j + 4 * π / (V * eps) * (z i * z j)
  rw [h]
  ring

/-- Lyddane-Sachs-Teller relation for many modes: for a symmetric invertible `K` and nonzero `V`
and `eps`, the product of the longitudinal squared frequencies over that of the field-free ones is
`eps0 / eps`, where `eps0` is read off from the static response `u` to a unit field. -/
theorem lyddane_sachs_teller [DecidableEq n] {K : Matrix n n ℝ} (hK : K.IsHermitian)
    (hdet : K.det ≠ 0) {z u : n → ℝ} {V eps eps0 : ℝ} (hV : V ≠ 0) (he : eps ≠ 0)
    (hu : K *ᵥ u = z) (hD : cellDisplacement V eps z u 1 = V * eps0) :
    (∏ i, (loMatrix_isHermitian hK z V eps).eigenvalues i) / (∏ i, hK.eigenvalues i)
      = eps0 / eps := by
  have hT : K.det = ∏ i, hK.eigenvalues i := by
    simpa using hK.det_eq_prod_eigenvalues
  have hL : (loMatrix K z V eps).det =
      ∏ i, (loMatrix_isHermitian hK z V eps).eigenvalues i := by
    simpa using (loMatrix_isHermitian hK z V eps).det_eq_prod_eigenvalues
  have hc : V * eps * (4 * π / (V * eps)) = 4 * π := by field_simp
  unfold cellDisplacement at hD
  rw [← hL, ← hT, loMatrix, det_add_rank_one hu, mul_div_cancel_left₀ _ hdet, eq_div_iff he]
  apply mul_left_cancel₀ hV
  linear_combination (z ⬝ᵥ u) * hc + hD

/-- Two modes with `K = diag(1, 2)`, `z = (1, 2)`, `V = 4π`, `eps = 1` and `eps0 = 4` meet the
hypotheses of the many-mode Lyddane-Sachs-Teller relation. -/
theorem lyddane_sachs_teller_witness :
    (!![1, 0; 0, 2] : Matrix (Fin 2) (Fin 2) ℝ).IsHermitian ∧
    (!![1, 0; 0, 2] : Matrix (Fin 2) (Fin 2) ℝ).det ≠ 0 ∧
    (!![1, 0; 0, 2] : Matrix (Fin 2) (Fin 2) ℝ) *ᵥ ![1, 1] = ![1, 2] ∧
    cellDisplacement (4 * π) 1 ![1, 2] ![1, 1] 1 = 4 * π * 4 := by
  refine ⟨?_, ?_, ?_, ?_⟩
  · ext i j
    fin_cases i <;> fin_cases j <;> simp
  · simp [Matrix.det_fin_two]
  · ext i
    fin_cases i <;> simp [Matrix.mulVec, dotProduct, Fin.sum_univ_succ]
  · simp only [cellDisplacement, dotProduct, Fin.sum_univ_two, Matrix.cons_val_zero,
      Matrix.cons_val_one]
    ring

/-- Sum rule: for symmetric `K` and nonzero `V` and `eps`, the total shift of the squared
frequencies, times `V * eps`, is `4π` times the squared length of the charge vector. -/
theorem total_splitting [DecidableEq n] {K : Matrix n n ℝ} (hK : K.IsHermitian) (z : n → ℝ)
    {V eps : ℝ} (hV : V ≠ 0) (he : eps ≠ 0) :
    V * eps * ((∑ i, (loMatrix_isHermitian hK z V eps).eigenvalues i) - ∑ i, hK.eigenvalues i)
      = 4 * π * (z ⬝ᵥ z) := by
  have hT : K.trace = ∑ i, hK.eigenvalues i := by
    simpa using hK.trace_eq_sum_eigenvalues
  have hL : (loMatrix K z V eps).trace =
      ∑ i, (loMatrix_isHermitian hK z V eps).eigenvalues i := by
    simpa using (loMatrix_isHermitian hK z V eps).trace_eq_sum_eigenvalues
  have ht : (loMatrix K z V eps).trace = K.trace + 4 * π / (V * eps) * (z ⬝ᵥ z) := by
    change ∑ i, (K i i + 4 * π / (V * eps) * (z i * z i)) =
      (∑ i, K i i) + 4 * π / (V * eps) * ∑ i, z i * z i
    rw [Finset.sum_add_distrib, ← Finset.mul_sum]
  have hc : V * eps * (4 * π / (V * eps)) = 4 * π := by field_simp
  rw [← hL, ← hT, ht]
  linear_combination (z ⬝ᵥ z) * hc

/-- Longitudinal squared frequency of a single polar mode with transverse squared frequency `T`,
mass `m` and effective charge `Z`, for nonzero `V`, `m` and `eps`. -/
def loSq (T m Z V eps : ℝ) : ℝ := T + 4 * π * Z ^ 2 / (V * m * eps)

/-- For nonzero `m`, `V` and `eps`, the equations of a single polar mode with vanishing electric
displacement have a nonzero solution exactly at the squared frequency `loSq`. -/
theorem single_mode_iff {m V eps : ℝ} (hm : m ≠ 0) (hV : V ≠ 0) (he : eps ≠ 0) (T Z x : ℝ) :
    (∃ u E : ℝ, (u ≠ 0 ∨ E ≠ 0) ∧ m * (T - x) * u = Z * E ∧
      V * eps * E + 4 * π * Z * u = 0) ↔ x = loSq T m Z V eps := by
  have hden : V * m * eps ≠ 0 := mul_ne_zero (mul_ne_zero hV hm) he
  have hq : 4 * π * Z ^ 2 / (V * m * eps) * (V * m * eps) = 4 * π * Z ^ 2 :=
    div_mul_cancel₀ _ hden
  constructor
  · rintro ⟨u, E, hne, h1, h2⟩
    -- a zero amplitude `u` would force the field `E` to vanish too
    have hu : u ≠ 0 := by
      intro hu
      have hE : V * eps * E = 0 := by rw [hu] at h2; linarith
      have hE0 : E = 0 := (mul_eq_zero.mp hE).resolve_left (mul_ne_zero hV he)
      exact hne.elim (fun h => h hu) (fun h => h hE0)
    unfold loSq
    apply mul_right_cancel₀ (mul_ne_zero hden hu)
    linear_combination (-(V * eps)) * h1 - Z * h2 - u * hq
  · intro hx
    refine ⟨V * eps, -(4 * π * Z), Or.inl (mul_ne_zero hV he), ?_, by ring⟩
    rw [hx, loSq]
    linear_combination -hq

/-- Lyddane-Sachs-Teller relation for a single mode: the static response in a nonzero field `E`
fixes the permittivity `eps0`, and the ratio of squared frequencies is `eps0 / eps`; here `m`,
`V`, `eps` and `T` are nonzero. -/
theorem single_mode_lst {m V eps T Z u E eps0 : ℝ} (hm : m ≠ 0) (hV : V ≠ 0) (he : eps ≠ 0)
    (hT : T ≠ 0) (hE : E ≠ 0) (hu : m * T * u = Z * E)
    (hD : V * eps * E + 4 * π * Z * u = V * eps0 * E) :
    eps0 = eps + 4 * π * Z ^ 2 / (V * m * T) ∧ loSq T m Z V eps / T = eps0 / eps := by
  have hden : V * m * T ≠ 0 := mul_ne_zero (mul_ne_zero hV hm) hT
  have hq : 4 * π * Z ^ 2 / (V * m * T) * (V * m * T) = 4 * π * Z ^ 2 :=
    div_mul_cancel₀ _ hden
  have h0 : eps0 = eps + 4 * π * Z ^ 2 / (V * m * T) := by
    apply mul_right_cancel₀ (mul_ne_zero hden hE)
    linear_combination (-(m * T)) * hD + 4 * π * Z * hu - E * hq
  refine ⟨h0, ?_⟩
  rw [h0, loSq, div_eq_div_iff hT he]
  field_simp

end

end LOTOSplitting
```

```lean
#print axioms LOTOSplitting.lyddane_sachs_teller
#print axioms LOTOSplitting.total_splitting
#print axioms LOTOSplitting.single_mode_iff
#print axioms LOTOSplitting.single_mode_lst
```

```
'LOTOSplitting.lyddane_sachs_teller' depends on axioms: [propext, Classical.choice, Quot.sound]
'LOTOSplitting.total_splitting' depends on axioms: [propext, Classical.choice, Quot.sound]
'LOTOSplitting.single_mode_iff' depends on axioms: [propext, Classical.choice, Quot.sound]
'LOTOSplitting.single_mode_lst' depends on axioms: [propext, Classical.choice, Quot.sound]
```

## From the equations to the Lean statements

`cellDisplacement` is $V$ times the displacement, and `loMatrix` is $K_{\rm LO}$. The finite type `n` labels the coordinates, `z ⬝ᵥ u` is the dot product, and `IsHermitian` means symmetric for these real matrices.

- `longitudinal_mode_iff` is the elimination, and needs no symmetry of $K$. `loMatrix_mulVec` supplies the action of the Coulomb term. Cancelling `V * eps` isolates the field, `rw` substitutes it, and `linear_combination` closes the remaining algebra.
- `det_add_rank_one` writes $c\,uz^T$ as a column `A` times a row `B`. `Matrix.det_one_add_mul_comm` then exchanges the factors, leaving a one-by-one determinant.
- `lyddane_sachs_teller` combines this with the eigenvalue products; `loMatrix_isHermitian` ensures that the LO eigenvalues are available. Hypotheses `hu` and `hD` say that `u` is the static response and that `eps0` is read from its displacement.
- `total_splitting` is the trace argument, multiplied through by `V * eps`.
- `lyddane_sachs_teller_witness` checks symmetry, determinant, response and displacement for the two-mode example.
- `single_mode_iff` and `single_mode_lst` treat the massive single mode, with `loSq` for $L$. The second derives both the formula for `eps0` and the ratio from a static response in any nonzero field.

## Acoustic modes, signs and physical scope

The product theorem requires `K.det ≠ 0`. A full zone-centre matrix fails this, because its acoustic modes have zero frequency. Work in an orthonormal basis of the optical subspace instead; when the effective charges sum to zero, $z$ lies entirely in it. This reduction is left to the user of the theorem. The eigenvalue criterion and the sum rule apply to the full matrix as well.

The parameters need only be nonzero where stated, so positivity is not assumed and a squared frequency may be negative. Stability has to be checked separately.

The Lyddane-Sachs-Teller relation appears here for undamped harmonic modes with constant $\epsilon$, in one fixed direction. The products run over all eigenvalues, including modes with $z\cdot u=0$, which the Coulomb term leaves unchanged. $K$, $z$ and $\epsilon$ are inputs: the theorems say nothing about their accuracy, about how they follow from the electronic structure, or about interpolation to finite wavevectors.
